# The third-order energy from the first-order vector when the overlap changes linearly

When a perturbation changes the overlap matrix as well as the Hamiltonian, the orthonormal-basis formula \(e_3=c_1^\dagger(H_1-e_1)c_1\), built from the first-order Hamiltonian, energy and vector, can give a wrong third-order energy: in the two-level example that closes the file below it gives 2, where the correct value is 6. For Hermitian matrices linear in the perturbation parameter, and a vector kept normalised in the changing overlap through first order, the theorem `wigner_third_order` supplies the missing overlap terms.

```lean
import Mathlib

open Matrix

namespace WignerChangingOverlap

noncomputable section

variable {n : Type*} [Fintype n]

/-- The matrix element `x† A y`. -/
def braket (A : Matrix n n ℂ) (x y : n → ℂ) : ℂ := star x ⬝ᵥ (A *ᵥ y)

/-- The coefficient of `t ^ k` in the generalised eigenproblem
`(H0 + t H1) c(t) = e(t) (S0 + t S1) c(t)`, for series with coefficients `e i` and `c i`. -/
def SolvesOrder (H0 H1 S0 S1 : Matrix n n ℂ) (e : ℕ → ℝ) (c : ℕ → n → ℂ) : ℕ → Prop
  | 0 => H0 *ᵥ c 0 = (e 0 : ℂ) • (S0 *ᵥ c 0)
  | k + 1 => H0 *ᵥ c (k + 1) + H1 *ᵥ c k =
      ∑ i ∈ Finset.range (k + 2), (e i : ℂ) • (S0 *ᵥ c (k + 1 - i)) +
      ∑ i ∈ Finset.range (k + 1), (e i : ℂ) • (S1 *ᵥ c (k - i))

variable {H0 H1 S0 S1 : Matrix n n ℂ} {e : ℕ → ℝ} {c : ℕ → n → ℂ}

/-- Conjugating a matrix element of a Hermitian matrix exchanges its two vectors. -/
theorem braket_conj {A : Matrix n n ℂ} (hA : A.IsHermitian) (x y : n → ℂ) :
    starRingEnd ℂ (braket A x y) = braket A y x := by
  simp only [braket, dotProduct, Matrix.mulVec, Pi.star_apply, Finset.mul_sum, map_sum, map_mul]
  rw [Finset.sum_comm]
  refine Finset.sum_congr rfl fun i _ => Finset.sum_congr rfl fun j _ => ?_
  have h : starRingEnd ℂ (A j i) = A i j := hA.apply i j
  rw [h]
  simp only [starRingEnd_apply, star_star]
  ring

/-- The zeroth-order equation projected on an arbitrary vector `x`. -/
theorem projected_zero (h : SolvesOrder H0 H1 S0 S1 e c 0) (x : n → ℂ) :
    braket H0 x (c 0) = e 0 * braket S0 x (c 0) := by
  have h' : H0 *ᵥ c 0 = (e 0 : ℂ) • (S0 *ᵥ c 0) := h
  simp only [braket, h', dotProduct_smul, smul_eq_mul]

/-- The equation of order `k + 1` projected on an arbitrary vector `x`. -/
theorem projected_succ (k : ℕ) (h : SolvesOrder H0 H1 S0 S1 e c (k + 1)) (x : n → ℂ) :
    braket H0 x (c (k + 1)) + braket H1 x (c k) =
      ∑ i ∈ Finset.range (k + 2), e i * braket S0 x (c (k + 1 - i)) +
      ∑ i ∈ Finset.range (k + 1), e i * braket S1 x (c (k - i)) := by
  have hs : ∀ (s : Finset ℕ) (f : ℕ → n → ℂ),
      star x ⬝ᵥ (∑ i ∈ s, f i) = ∑ i ∈ s, star x ⬝ᵥ f i := by
    intro s f
    simp only [dotProduct, Finset.sum_apply, Finset.mul_sum]
    exact Finset.sum_comm
  have h' := congrArg (fun v => star x ⬝ᵥ v) h
  simp only [dotProduct_add, hs, dotProduct_smul, smul_eq_mul] at h'
  exact h'

/-- First-order energy: for Hermitian `H0`, `S0` and `c₀† S0 c₀ = 1`, a solution through first
order has `e₁ = c₀† H1 c₀ - e₀ c₀† S1 c₀`. -/
theorem first_order_energy (hH0 : H0.IsHermitian) (hS0 : S0.IsHermitian)
    (h : ∀ k ≤ 1, SolvesOrder H0 H1 S0 S1 e c k) (hn0 : braket S0 (c 0) (c 0) = 1) :
    (e 1 : ℂ) = braket H1 (c 0) (c 0) - e 0 * braket S1 (c 0) (c 0) := by
  have p1 := projected_succ 0 (h 1 le_rfl) (c 0)
  have q0 := congrArg (starRingEnd ℂ) (projected_zero (h 0 (by norm_num)) (c 1))
  simp only [Finset.sum_range_succ, Finset.sum_range_zero, zero_add, Nat.reduceSub] at p1
  simp only [map_mul, Complex.conj_ofReal, braket_conj hH0, braket_conj hS0] at q0
  linear_combination -p1 + q0 - (e 1 : ℂ) * hn0

/-- Third-order identity for Hermitian matrices and a solution through third order, with no
normalisation imposed: the second- and third-order vectors have dropped out. -/
theorem third_order_identity (hH0 : H0.IsHermitian) (hH1 : H1.IsHermitian)
    (hS0 : S0.IsHermitian) (hS1 : S1.IsHermitian)
    (h : ∀ k ≤ 3, SolvesOrder H0 H1 S0 S1 e c k) :
    e 3 * braket S0 (c 0) (c 0) +
      e 2 * (braket S0 (c 0) (c 1) + braket S0 (c 1) (c 0) + braket S1 (c 0) (c 0)) =
    braket (H1 - (e 1 : ℂ) • S0 - (e 0 : ℂ) • S1) (c 1) (c 1) -
      2 * e 1 * ((braket S1 (c 0) (c 1)).re : ℂ) := by
  -- third order seen from `c 0`, second order seen from `c 1`
  have p3 := projected_succ 2 (h 3 le_rfl) (c 0)
  have p2 := projected_succ 1 (h 2 (by norm_num)) (c 1)
  -- the conjugated lower equations remove `c 2` and `c 3`
  have q1 := congrArg (starRingEnd ℂ) (projected_succ 0 (h 1 (by norm_num)) (c 2))
  have q0 := congrArg (starRingEnd ℂ) (projected_zero (h 0 (by norm_num)) (c 3))
  simp only [Finset.sum_range_succ, Finset.sum_range_zero, zero_add, Nat.reduceAdd,
    Nat.reduceSub] at p3 p2 q1
  simp only [map_add, map_mul, Complex.conj_ofReal, braket_conj hH0, braket_conj hH1,
    braket_conj hS0, braket_conj hS1] at q1
  simp only [map_mul, Complex.conj_ofReal, braket_conj hH0, braket_conj hS0] at q0
  have hr : braket S1 (c 0) (c 1) + braket S1 (c 1) (c 0) =
      2 * ((braket S1 (c 0) (c 1)).re : ℂ) := by
    rw [← braket_conj hS1 (c 0) (c 1), Complex.add_conj]
    simp
  have hA : braket (H1 - (e 1 : ℂ) • S0 - (e 0 : ℂ) • S1) (c 1) (c 1) =
      braket H1 (c 1) (c 1) - e 1 * braket S0 (c 1) (c 1) - e 0 * braket S1 (c 1) (c 1) := by
    simp only [braket, Matrix.sub_mulVec, Matrix.smul_mulVec, dotProduct_sub, dotProduct_smul,
      smul_eq_mul]
  rw [hA]
  linear_combination -p3 + q0 + q1 - p2 - (e 1 : ℂ) * hr

/-- Wigner's rule with changing overlap: for Hermitian matrices, a solution through third order
and `c† S c = 1` through first order, the third-order energy is
`e₃ = c₁† (H1 - e₁ S0 - e₀ S1) c₁ - 2 e₁ Re (c₀† S1 c₁)`. -/
theorem wigner_third_order (hH0 : H0.IsHermitian) (hH1 : H1.IsHermitian)
    (hS0 : S0.IsHermitian) (hS1 : S1.IsHermitian)
    (h : ∀ k ≤ 3, SolvesOrder H0 H1 S0 S1 e c k)
    (hn0 : braket S0 (c 0) (c 0) = 1)
    (hn1 : braket S0 (c 0) (c 1) + braket S0 (c 1) (c 0) + braket S1 (c 0) (c 0) = 0) :
    (e 3 : ℂ) = braket (H1 - (e 1 : ℂ) • S0 - (e 0 : ℂ) • S1) (c 1) (c 1) -
      2 * e 1 * ((braket S1 (c 0) (c 1)).re : ℂ) := by
  have k := third_order_identity hH0 hH1 hS0 hS1 h
  linear_combination k - (e 3 : ℂ) * hn0 - (e 2 : ℂ) * hn1

/-- For Hermitian matrices, a solution through third order and the intermediate normalisation
`c₀† S0 c₀ = 1`, `c₀† S0 c₁ = 0`, the formula for `e₃` has the further term `- e₂ c₀† S1 c₀`. -/
theorem third_order_intermediate (hH0 : H0.IsHermitian) (hH1 : H1.IsHermitian)
    (hS0 : S0.IsHermitian) (hS1 : S1.IsHermitian)
    (h : ∀ k ≤ 3, SolvesOrder H0 H1 S0 S1 e c k)
    (hn0 : braket S0 (c 0) (c 0) = 1) (h01 : braket S0 (c 0) (c 1) = 0) :
    (e 3 : ℂ) = braket (H1 - (e 1 : ℂ) • S0 - (e 0 : ℂ) • S1) (c 1) (c 1) -
      2 * e 1 * ((braket S1 (c 0) (c 1)).re : ℂ) - e 2 * braket S1 (c 0) (c 0) := by
  have k := third_order_identity hH0 hH1 hS0 hS1 h
  have h10 : braket S0 (c 1) (c 0) = 0 := by
    rw [← braket_conj hS0 (c 0) (c 1), h01, map_zero]
  linear_combination k - (e 3 : ℂ) * hn0 - (e 2 : ℂ) * h01 - (e 2 : ℂ) * h10

/-- In a fixed orthonormal basis, with Hermitian `H0`, `H1`, a solution through third order and
`c† c = 1` through first order, `e₃ = c₁† (H1 - e₁) c₁`. -/
theorem wigner_orthonormal [DecidableEq n] (hH0 : H0.IsHermitian) (hH1 : H1.IsHermitian)
    (h : ∀ k ≤ 3, SolvesOrder H0 H1 1 0 e c k)
    (hn0 : star (c 0) ⬝ᵥ c 0 = 1) (hn1 : star (c 0) ⬝ᵥ c 1 + star (c 1) ⬝ᵥ c 0 = 0) :
    (e 3 : ℂ) = braket (H1 - (e 1 : ℂ) • (1 : Matrix n n ℂ)) (c 1) (c 1) := by
  have k := wigner_third_order hH0 hH1 Matrix.isHermitian_one Matrix.isHermitian_zero h
    (by simpa [braket] using hn0) (by simpa [braket] using hn1)
  simpa [braket] using k

/-- Energy coefficients `0, 1, -3, 6` of a two-level example, continued by zero. -/
def exE : ℕ → ℝ
  | 0 => 0
  | 1 => 1
  | 2 => -3
  | 3 => 6
  | _ => 0

/-- Vector coefficients of the two-level example through third order, continued by zero. -/
def exC : ℕ → Fin 2 → ℂ
  | 0 => ![1, 0]
  | 1 => ![-1, -1]
  | 2 => ![0, 1]
  | 3 => ![0, 3]
  | _ => ![0, 0]

/-- The two-level example, whose overlap matrix is `diag (1 + 2t, 1)`, has Hermitian matrices,
solves the eigenproblem through third order and is normalised through first order. -/
theorem wigner_third_order_witness :
    (!![0, 0; 0, 1] : Matrix (Fin 2) (Fin 2) ℂ).IsHermitian ∧
    (!![1, 1; 1, 1] : Matrix (Fin 2) (Fin 2) ℂ).IsHermitian ∧
    (!![1, 0; 0, 1] : Matrix (Fin 2) (Fin 2) ℂ).IsHermitian ∧
    (!![2, 0; 0, 0] : Matrix (Fin 2) (Fin 2) ℂ).IsHermitian ∧
    (∀ k ≤ 3, SolvesOrder !![0, 0; 0, 1] !![1, 1; 1, 1] !![1, 0; 0, 1] !![2, 0; 0, 0]
      exE exC k) ∧
    braket !![1, 0; 0, 1] (exC 0) (exC 0) = 1 ∧
    braket !![1, 0; 0, 1] (exC 0) (exC 1) + braket !![1, 0; 0, 1] (exC 1) (exC 0) +
      braket !![2, 0; 0, 0] (exC 0) (exC 0) = 0 := by
  refine ⟨?_, ?_, ?_, ?_, ?_, ?_, ?_⟩
  iterate 4
    · refine Matrix.IsHermitian.ext fun i j => ?_
      fin_cases i <;> fin_cases j <;> simp
  · intro k hk
    interval_cases k <;>
      simp only [SolvesOrder, Finset.sum_range_succ, Finset.sum_range_zero, zero_add,
        Nat.reduceAdd, Nat.reduceSub] <;>
      ext i <;> fin_cases i <;>
      simp [exE, exC, Matrix.mulVec, dotProduct, Fin.sum_univ_succ] <;> norm_num
  · simp [braket, exC, Matrix.mulVec, dotProduct, Fin.sum_univ_succ]
  · simp [braket, exC, Matrix.mulVec, dotProduct, Fin.sum_univ_succ]
    norm_num

end

end WignerChangingOverlap
```

```lean
#print axioms WignerChangingOverlap.first_order_energy
#print axioms WignerChangingOverlap.wigner_third_order
#print axioms WignerChangingOverlap.third_order_intermediate
#print axioms WignerChangingOverlap.wigner_orthonormal
```

```
'WignerChangingOverlap.first_order_energy' depends on axioms: [propext, Classical.choice, Quot.sound]
'WignerChangingOverlap.wigner_third_order' depends on axioms: [propext, Classical.choice, Quot.sound]
'WignerChangingOverlap.third_order_intermediate' depends on axioms: [propext, Classical.choice, Quot.sound]
'WignerChangingOverlap.wigner_orthonormal' depends on axioms: [propext, Classical.choice, Quot.sound]
```

## An eigenvalue in a basis that changes

In a non-orthogonal basis, such as one of atomic orbitals, a one-electron state with coefficient vector \(c\) and energy \(e\) obeys \(Hc=eSc\), where \(S\) is the overlap matrix. Let a perturbation of strength \(t\) act on both matrices:

\[
(H_0+tH_1)\,c(t)=e(t)\,(S_0+tS_1)\,c(t),\qquad e(t)=\sum_k e_kt^k,\quad c(t)=\sum_k c_kt^k .
\]

Let \(H_0,H_1,S_0,S_1\) be Hermitian and the \(e_k\) real. If the equation holds through order \(t^3\) and \(c^\dagger Sc=1\) holds through order \(t\), then

\[
e_3=c_1^\dagger(H_1-e_1S_0-e_0S_1)c_1-2e_1\,\mathrm{Re}(c_0^\dagger S_1c_1).
\]

Neither \(c_2\) nor \(c_3\) is needed. Wigner's \(2n+1\) rule says that vectors through order \(n\) determine energies through order \(2n+1\); the formula is the case \(n=1\) at its highest order.

In tight-binding models with non-orthogonal orbitals, this gives the third-order response of a level from its energy and vector through first order, provided that the basis is finite, both matrices are linear in \(t\) and \(H\) does not depend on \(c\). When orbitals move with the atoms, the matrices usually have higher-order terms in the displacement, and these would add to the formula.

## Matrices, series and normalisation in Lean

The basis is indexed by a finite type `n`, and the matrices are complex. `braket A x y` is the matrix element \(x^\dagger Ay\), with the operator as its first argument. The energies `e : ℕ → ℝ` are real by assumption, and `c : ℕ → n → ℂ` lists the vectors. Both hold series coefficients, not derivatives, so \(e_3\) is one sixth of a third derivative.

`SolvesOrder H0 H1 S0 S1 e c k` is the coefficient of \(t^k\) in the eigenproblem. Its two sums are the products of the energy series with \(S_0c(t)\) and with \(S_1c(t)\). The hypothesis `∀ k ≤ 3` imposes orders 0 to 3 and leaves later coefficients free.

The normalisation enters as `hn0` and `hn1`, the first two coefficients of \(c^\dagger Sc=1\):

\[
c_0^\dagger S_0c_0=1,\qquad c_0^\dagger S_0c_1+c_1^\dagger S_0c_0+c_0^\dagger S_1c_0=0 .
\]

The second says that the vector must compensate for the change of its own norm under \(S_1\). Positive definiteness of \(S_0\), which a physical overlap matrix of independent orbitals has, is not required, and neither is a non-degenerate level.

The series are given, not constructed. To apply the theorem to an actual level, one must know that its energy and vector have expansions with these coefficients.

## Eliminating the second- and third-order vectors

Write \(W=H_1-e_1S_0-e_0S_1\). The four orders of the eigenproblem are

\[
\begin{aligned}
(H_0-e_0S_0)c_0&=0,\\
(H_0-e_0S_0)c_1+Wc_0&=0,\\
(H_0-e_0S_0)c_2+Wc_1&=e_2S_0c_0+e_1S_1c_0,\\
(H_0-e_0S_0)c_3+Wc_2&=e_3S_0c_0+e_2S_0c_1+e_2S_1c_0+e_1S_1c_1 .
\end{aligned}
\]

In the second line, \(Wc_0\) already contains the term \(-e_1S_0c_0\).

Project the last equation on \(c_0\). The conjugated zeroth-order equation gives \(c_0^\dagger(H_0-e_0S_0)c_3=0\), so \(c_3\) disappears:

\[
c_0^\dagger Wc_2=e_3c_0^\dagger S_0c_0+e_2(c_0^\dagger S_0c_1+c_0^\dagger S_1c_0)+e_1c_0^\dagger S_1c_1 .
\]

To remove \(c_2\), project the first-order equation on \(c_2\) and conjugate. Then project the second-order equation on \(c_1\):

\[
\begin{aligned}
c_0^\dagger Wc_2&=-c_1^\dagger(H_0-e_0S_0)c_2,\\
c_1^\dagger(H_0-e_0S_0)c_2&=-c_1^\dagger Wc_1+e_2c_1^\dagger S_0c_0+e_1c_1^\dagger S_1c_0 .
\end{aligned}
\]

Together they give \(c_0^\dagger Wc_2=c_1^\dagger Wc_1-e_2c_1^\dagger S_0c_0-e_1c_1^\dagger S_1c_0\). Equating the two expressions for \(c_0^\dagger Wc_2\), and using \(c_0^\dagger S_1c_1+c_1^\dagger S_1c_0=2\,\mathrm{Re}(c_0^\dagger S_1c_1)\), yields

\[
\begin{aligned}
&e_3c_0^\dagger S_0c_0+e_2(c_0^\dagger S_0c_1+c_1^\dagger S_0c_0+c_0^\dagger S_1c_0)\\
&\qquad=c_1^\dagger Wc_1-2e_1\,\mathrm{Re}(c_0^\dagger S_1c_1).
\end{aligned}
\]

This is `third_order_identity`, which assumes no normalisation. The bracket multiplying \(e_2\) is the first-order coefficient of \(c^\dagger Sc\). Normalisation sets it to zero and the factor of \(e_3\) to one, which proves the formula.

The Lean proof uses the same projections. `braket_conj` expands a matrix element into a double sum, exchanges the summations and applies Hermiticity entry by entry. `projected_zero` and `projected_succ` take the inner product of an order equation with any vector. In `third_order_identity`, `p3` and `p2` are the third- and second-order projections on \(c_0\) and \(c_1\), while `q1` and `q0` are the conjugated first- and zeroth-order equations. The lemma `hr` forms the real part, `hA` expands \(c_1^\dagger Wc_1\), and `linear_combination` adds the equations with the required signs. `wigner_third_order` then subtracts \(e_3\) times `hn0` and \(e_2\) times `hn1`.

## Other normalisations and the first-order energy

Intermediate normalisation takes \(c_0^\dagger S_0c_0=1\) and \(c_0^\dagger S_0c_1=0\). The bracket multiplying \(e_2\) then reduces to \(c_0^\dagger S_1c_0\), and `third_order_intermediate` has the further term \(-e_2c_0^\dagger S_1c_0\). That version suits a first-order vector from a program that uses this convention. The energy \(e_2\) in it needs no further vector: projecting the second-order equation on \(c_0\) gives \(e_2=c_0^\dagger Wc_1-e_1c_0^\dagger S_1c_0\).

For a fixed orthonormal basis, \(S_0=1\) and \(S_1=0\), and `wigner_orthonormal` recovers \(e_3=c_1^\dagger(H_1-e_1)c_1\).

The first-order energy follows by projecting the first-order equation on \(c_0\). The terms in \(c_1\) cancel by the conjugated zeroth-order equation, leaving \(e_1=c_0^\dagger H_1c_0-e_0c_0^\dagger S_1c_0\) when \(c_0^\dagger S_0c_0=1\). This is `first_order_energy`.

## Two levels, and then one

The example has \(H_0=\mathrm{diag}(0,1)\), \(H_1\) with every entry 1, and \(S=\mathrm{diag}(1+2t,1)\). Its data are \(e_0=0\), \(e_1=1\), \(c_0=(1,0)\) and \(c_1=(-1,-1)\). The first term of the formula is \(4-2=2\), and the overlap term is \(-2\cdot1\cdot(-2)=4\), so \(e_3=6\). `wigner_third_order_witness` verifies the hypotheses of the main theorem for these data, checking the four order equations component by component.

With a single basis function, the matrices are real numbers \(h_0,h_1,s_0,s_1\). Take \(s_0=1\) and \(c_0=1\). Then

\[
e(t)=\frac{h_0+th_1}{1+ts_1},\qquad e_1=h_1-h_0s_1,\qquad e_3=s_1^2e_1 .
\]

Here \(W=0\), and normalisation gives \(\mathrm{Re}\,c_1=-s_1/2\). The whole third-order energy therefore comes from the overlap term, \(-2e_1s_1\,\mathrm{Re}\,c_1=s_1^2e_1\).

## Functions of \(t\) in place of coefficients

The same physics could be stated for three times continuously differentiable functions \(e(t)\) and \(c(t)\) that solve the eigenproblem near \(t=0\). The order equations would then follow by comparing Taylor coefficients, and the conclusion would concern \(e'''(0)/6\). That statement would speak directly about an eigenvalue curve, but it would need a differentiability hypothesis. With the same Hermiticity and normalisation conditions, the coefficient version replaces differentiability by the four order equations, and it also applies to series that are never summed.
